# With non-degenerate energy gaps, matrix elements and level populations bound the long-time fluctuations of an expectation value

A closed system with finitely many levels, started in a superposition of different energies, never settles into a stationary state, yet the expectation value of an observable may stay close to a constant for most of the time. The file below bounds the mean square distance from that constant over infinitely long times, for systems in which no two transitions share an energy gap.

In Lean 4 with Mathlib:

```lean
import Mathlib

open Filter Topology Matrix ComplexConjugate

namespace EquilibrationOnAverage

noncomputable section

variable {n : Type*} [Fintype n] [DecidableEq n]

/-- The average of a signal over the time window from `0` to `T`. -/
def timeAverage {F : Type*} [NormedAddCommGroup F] [NormedSpace ℝ F] (f : ℝ → F) (T : ℝ) : F :=
  T⁻¹ • ∫ t in (0 : ℝ)..T, f t

/-- Two transitions between different levels have the same energy gap only if they are the
same transition. -/
def NondegenerateGaps (E : n → ℝ) : Prop :=
  ∀ i j k l, i ≠ j → k ≠ l → E i - E j = E k - E l → i = k ∧ j = l

/-- The amplitudes at time `t` in the energy basis, with `ħ = 1`. -/
def evolve (E : n → ℝ) (c : n → ℂ) (t : ℝ) : n → ℂ :=
  fun j => Complex.exp (-((E j : ℂ) * t * Complex.I)) * c j

/-- The expectation value of `A` in the evolved state. -/
def expectation (E : n → ℝ) (c : n → ℂ) (A : Matrix n n ℂ) (t : ℝ) : ℂ :=
  star (evolve E c t) ⬝ᵥ (A *ᵥ evolve E c t)

/-- The value of `A` in the diagonal ensemble, with the level populations as weights. -/
def equilibriumValue (c : n → ℂ) (A : Matrix n n ℂ) : ℂ :=
  ∑ i, conj (c i) * c i * A i i

/-- The sum over ordered pairs of different levels of the two populations times the squared
modulus of the matrix element. -/
def fluctuation (c : n → ℂ) (A : Matrix n n ℂ) : ℝ :=
  ∑ p ∈ (Finset.univ : Finset n).offDiag, ‖c p.1‖ ^ 2 * ‖c p.2‖ ^ 2 * ‖A p.1 p.2‖ ^ 2

/-- The long-time average of a phase is one at zero frequency and zero otherwise. -/
theorem phase_average (w : ℝ) :
    Tendsto (timeAverage fun t : ℝ => Complex.exp ((w : ℂ) * Complex.I * t)) atTop
      (𝓝 (if w = 0 then 1 else 0)) := by
  by_cases hw : w = 0
  · subst hw
    rw [if_pos rfl]
    refine tendsto_const_nhds.congr' ?_
    filter_upwards [eventually_gt_atTop (0 : ℝ)] with T hT
    simp [timeAverage, hT.ne']
  · rw [if_neg hw]
    have hc : (w : ℂ) * Complex.I ≠ 0 :=
      mul_ne_zero (Complex.ofReal_ne_zero.2 hw) Complex.I_ne_zero
    have hlim : Tendsto (fun T : ℝ => T⁻¹ * (2 / |w|)) atTop (𝓝 0) := by
      simpa using tendsto_inv_atTop_zero.mul_const (2 / |w|)
    refine squeeze_zero_norm' ?_ hlim
    filter_upwards [eventually_gt_atTop (0 : ℝ)] with T hT
    -- the integral of an oscillating phase stays bounded
    have h1 : ‖Complex.exp ((w : ℂ) * Complex.I * T)‖ = 1 := by
      have h : (w : ℂ) * Complex.I * T = ((w * T : ℝ) : ℂ) * Complex.I := by
        push_cast; ring
      rw [h, Complex.norm_exp_ofReal_mul_I]
    have h2 : ‖Complex.exp ((w : ℂ) * Complex.I * T) - 1‖ ≤ 2 := by
      refine (norm_sub_le _ _).trans ?_
      rw [h1, norm_one]; norm_num
    have h3 : ‖(w : ℂ) * Complex.I‖ = |w| := by simp
    unfold timeAverage
    rw [integral_exp_mul_complex hc, norm_smul, norm_div, h3, Real.norm_eq_abs,
      abs_of_pos (inv_pos.2 hT), Complex.ofReal_zero, mul_zero, Complex.exp_zero]
    gcongr

/-- The long-time average of a finite sum of phases keeps exactly the zero-frequency terms. -/
theorem signal_average {ι : Type*} (S : Finset ι) (w : ι → ℝ) (b : ι → ℂ) :
    Tendsto (timeAverage fun t : ℝ => ∑ s ∈ S, b s * Complex.exp ((w s : ℂ) * Complex.I * t))
      atTop (𝓝 (∑ s ∈ S, b s * (if w s = 0 then 1 else 0))) := by
  refine (tendsto_finsetSum S fun s _ => (phase_average (w s)).const_mul (b s)).congr ?_
  intro T
  unfold timeAverage
  rw [intervalIntegral.integral_finsetSum, Finset.smul_sum]
  · refine Finset.sum_congr rfl fun s _ => ?_
    rw [intervalIntegral.integral_const_mul, mul_smul_comm]
  · intro s _
    exact Continuous.intervalIntegrable (by fun_prop) _ _

/-- For distinct frequencies, the long-time average of the squared modulus of a signal is the
sum of the squared moduli of its amplitudes. -/
theorem parseval_average {ι : Type*} (S : Finset ι) (w : ι → ℝ) (a : ι → ℂ)
    (hw : ∀ s ∈ S, ∀ r ∈ S, w s = w r → s = r) :
    Tendsto (timeAverage fun t : ℝ =>
      ‖∑ s ∈ S, a s * Complex.exp ((w s : ℂ) * Complex.I * t)‖ ^ 2)
      atTop (𝓝 (∑ s ∈ S, ‖a s‖ ^ 2)) := by
  have h := signal_average (S ×ˢ S) (fun p => w p.1 - w p.2) (fun p => a p.1 * conj (a p.2))
  -- only the pairs of equal frequencies survive
  have hV : ∑ p ∈ S ×ˢ S, a p.1 * conj (a p.2) * (if w p.1 - w p.2 = 0 then 1 else 0)
      = ((∑ s ∈ S, ‖a s‖ ^ 2 : ℝ) : ℂ) := by
    rw [Finset.sum_product, Complex.ofReal_sum]
    refine Finset.sum_congr rfl fun s hs => ?_
    rw [Finset.sum_eq_single s]
    · simp [Complex.mul_conj, Complex.normSq_eq_norm_sq]
    · intro r hr hne
      have h0 : w s - w r ≠ 0 := fun h => hne (hw r hr s hs (by linarith))
      exact mul_eq_zero_of_right _ (if_neg h0)
    · exact fun h => absurd hs h
  rw [hV] at h
  have h' := (Complex.continuous_re.tendsto _).comp h
  rw [Complex.ofReal_re] at h'
  refine h'.congr fun T => ?_
  have hf : ∀ t : ℝ, ∑ p ∈ S ×ˢ S, a p.1 * conj (a p.2) *
      Complex.exp (((w p.1 - w p.2 : ℝ) : ℂ) * Complex.I * t)
      = ((‖∑ s ∈ S, a s * Complex.exp ((w s : ℂ) * Complex.I * t)‖ ^ 2 : ℝ) : ℂ) := by
    intro t
    rw [← Complex.normSq_eq_norm_sq, ← Complex.mul_conj, map_sum, Finset.sum_mul_sum,
      Finset.sum_product]
    refine Finset.sum_congr rfl fun s _ => Finset.sum_congr rfl fun r _ => ?_
    have he : Complex.exp (((w s - w r : ℝ) : ℂ) * Complex.I * t)
        = Complex.exp ((w s : ℂ) * Complex.I * t)
          * conj (Complex.exp ((w r : ℂ) * Complex.I * t)) := by
      rw [← Complex.exp_conj, ← Complex.exp_add]
      congr 1
      simp only [map_mul, Complex.conj_ofReal, Complex.conj_I, Complex.ofReal_sub]
      ring
    rw [he, map_mul]
    ring
  simp only [Function.comp_apply, timeAverage, hf]
  rw [intervalIntegral.integral_ofReal, Complex.real_smul, ← Complex.ofReal_mul,
    Complex.ofReal_re, smul_eq_mul]

/-- A sum over pairs of levels splits into its diagonal and off-diagonal parts. -/
theorem sum_pairs_split (f : n × n → ℂ) :
    ∑ p, f p = ∑ i, f (i, i) + ∑ p ∈ (Finset.univ : Finset n).offDiag, f p := by
  rw [← Finset.univ_product_univ, ← Finset.diag_union_offDiag, Finset.sum_union,
    Finset.sum_diag]
  exact Finset.disjoint_diag_offDiag _

omit [DecidableEq n] in
/-- The expectation value is a sum of phases rotating at the energy gaps. -/
theorem expectation_eq (E : n → ℝ) (c : n → ℂ) (A : Matrix n n ℂ) (t : ℝ) :
    expectation E c A t = ∑ p : n × n, conj (c p.1) * c p.2 * A p.1 p.2 *
      Complex.exp (((E p.1 - E p.2 : ℝ) : ℂ) * Complex.I * t) := by
  simp only [expectation, dotProduct, Matrix.mulVec, Pi.star_apply, Finset.mul_sum,
    Fintype.sum_prod_type]
  refine Finset.sum_congr rfl fun i _ => Finset.sum_congr rfl fun j _ => ?_
  have he : Complex.exp (((E i - E j : ℝ) : ℂ) * Complex.I * t)
      = conj (Complex.exp (-((E i : ℂ) * t * Complex.I)))
        * Complex.exp (-((E j : ℂ) * t * Complex.I)) := by
    rw [← Complex.exp_conj, ← Complex.exp_add]
    congr 1
    simp only [map_neg, map_mul, Complex.conj_ofReal, Complex.conj_I, Complex.ofReal_sub]
    ring
  rw [he]
  simp only [evolve, Complex.star_def, map_mul]
  ring

/-- The deviation from the diagonal-ensemble value is the sum of the off-diagonal phases. -/
theorem deviation_eq (E : n → ℝ) (c : n → ℂ) (A : Matrix n n ℂ) (t : ℝ) :
    expectation E c A t - equilibriumValue c A =
      ∑ p ∈ (Finset.univ : Finset n).offDiag, conj (c p.1) * c p.2 * A p.1 p.2 *
        Complex.exp (((E p.1 - E p.2 : ℝ) : ℂ) * Complex.I * t) := by
  rw [expectation_eq, sum_pairs_split]
  simp [equilibriumValue]

/-- With non-degenerate gaps, the long-time average of the expectation value is the
diagonal-ensemble value. -/
theorem expectation_average (E : n → ℝ) (hE : NondegenerateGaps E) (c : n → ℂ)
    (A : Matrix n n ℂ) :
    Tendsto (timeAverage (expectation E c A)) atTop (𝓝 (equilibriumValue c A)) := by
  have h := signal_average Finset.univ (fun p : n × n => E p.1 - E p.2)
    (fun p => conj (c p.1) * c p.2 * A p.1 p.2)
  rw [sum_pairs_split, Finset.sum_eq_zero (s := (Finset.univ : Finset n).offDiag)] at h
  · rw [funext (expectation_eq E c A)]
    simpa [equilibriumValue] using h
  · intro p hp
    have hne : p.1 ≠ p.2 := (Finset.mem_offDiag.1 hp).2.2
    -- a zero gap would coincide with the reversed gap
    have h0 : E p.1 - E p.2 ≠ 0 := fun h0 =>
      hne (hE p.1 p.2 p.2 p.1 hne hne.symm (by linarith)).1
    exact mul_eq_zero_of_right _ (if_neg h0)

omit [DecidableEq n] in
/-- If the squared moduli of the elements in each row of a Hermitian observable sum to at most `K`,
the fluctuation is at most `K` times the sum of the squared populations. -/
theorem fluctuation_le (c : n → ℂ) (A : Matrix n n ℂ) (hA : A.IsHermitian) (K : ℝ)
    (hK : ∀ i, ∑ j, ‖A i j‖ ^ 2 ≤ K) : fluctuation c A ≤ K * ∑ i, ‖c i‖ ^ 4 := by
  have hswap : ∑ i, ∑ j, ‖c j‖ ^ 4 * ‖A i j‖ ^ 2 = ∑ i, ∑ j, ‖c i‖ ^ 4 * ‖A i j‖ ^ 2 := by
    rw [Finset.sum_comm]
    refine Finset.sum_congr rfl fun i _ => Finset.sum_congr rfl fun j _ => ?_
    rw [← hA.apply j i, norm_star]
  calc fluctuation c A
      ≤ ∑ p : n × n, ‖c p.1‖ ^ 2 * ‖c p.2‖ ^ 2 * ‖A p.1 p.2‖ ^ 2 :=
        Finset.sum_le_sum_of_subset_of_nonneg (Finset.subset_univ _)
          (fun p _ _ => by positivity)
    _ = ∑ i, ∑ j, ‖c i‖ ^ 2 * ‖c j‖ ^ 2 * ‖A i j‖ ^ 2 := Fintype.sum_prod_type _
    _ ≤ ∑ i, ∑ j, (‖c i‖ ^ 4 * ‖A i j‖ ^ 2 / 2 + ‖c j‖ ^ 4 * ‖A i j‖ ^ 2 / 2) := by
        refine Finset.sum_le_sum fun i _ => Finset.sum_le_sum fun j _ => ?_
        nlinarith [mul_nonneg (sq_nonneg (‖c i‖ ^ 2 - ‖c j‖ ^ 2)) (sq_nonneg ‖A i j‖)]
    _ = ∑ i, ∑ j, ‖c i‖ ^ 4 * ‖A i j‖ ^ 2 := by
        simp only [Finset.sum_add_distrib, ← Finset.sum_div]
        rw [hswap]; ring
    _ ≤ K * ∑ i, ‖c i‖ ^ 4 := by
        rw [Finset.mul_sum]
        refine Finset.sum_le_sum fun i _ => ?_
        rw [← Finset.mul_sum, mul_comm K]
        exact mul_le_mul_of_nonneg_left (hK i) (by positivity)

/-- Equilibration on average: for non-degenerate gaps and a Hermitian observable whose squared
moduli sum to at most `K` in each row, the long-time mean square deviation of the expectation value
from the diagonal-ensemble value exists, equals the fluctuation, and is at most `K` times the sum of
squared populations. -/
theorem equilibration_on_average (E : n → ℝ) (hE : NondegenerateGaps E) (c : n → ℂ)
    (A : Matrix n n ℂ) (hA : A.IsHermitian) (K : ℝ) (hK : ∀ i, ∑ j, ‖A i j‖ ^ 2 ≤ K) :
    Tendsto (timeAverage fun t => ‖expectation E c A t - equilibriumValue c A‖ ^ 2) atTop
      (𝓝 (fluctuation c A)) ∧ fluctuation c A ≤ K * ∑ i, ‖c i‖ ^ 4 := by
  refine ⟨?_, fluctuation_le c A hA K hK⟩
  have h := parseval_average (Finset.univ : Finset n).offDiag (fun p => E p.1 - E p.2)
    (fun p => conj (c p.1) * c p.2 * A p.1 p.2) (fun p hp q hq hpq => by
      have h := hE p.1 p.2 q.1 q.2 (Finset.mem_offDiag.1 hp).2.2
        (Finset.mem_offDiag.1 hq).2.2 hpq
      exact Prod.ext h.1 h.2)
  simp only [deviation_eq]
  simpa only [fluctuation, norm_mul, mul_pow, RCLike.norm_conj] using h

omit [DecidableEq n] in
/-- For a normalised state whose populations are all at most `d`, and a Hermitian observable whose
squared moduli sum to at most `K` in each row, the fluctuation is at most `K * d`. -/
theorem fluctuation_le_max_population (c : n → ℂ) (hc : ∑ i, ‖c i‖ ^ 2 = 1)
    (A : Matrix n n ℂ) (hA : A.IsHermitian) (K d : ℝ) (hK : ∀ i, ∑ j, ‖A i j‖ ^ 2 ≤ K)
    (hd : ∀ i, ‖c i‖ ^ 2 ≤ d) : fluctuation c A ≤ K * d := by
  have hK0 : 0 ≤ K := by
    rcases isEmpty_or_nonempty n with h | ⟨⟨i⟩⟩
    · simp at hc
    · exact (Finset.sum_nonneg fun j _ => sq_nonneg ‖A i j‖).trans (hK i)
  refine (fluctuation_le c A hA K hK).trans (mul_le_mul_of_nonneg_left ?_ hK0)
  calc ∑ i, ‖c i‖ ^ 4 ≤ ∑ i, d * ‖c i‖ ^ 2 := by
        refine Finset.sum_le_sum fun i _ => ?_
        nlinarith [mul_le_mul_of_nonneg_right (hd i) (sq_nonneg ‖c i‖)]
    _ = d := by rw [← Finset.mul_sum, hc, mul_one]

/-- A two-level system with energies 0 and 1, both populations 1/2 and the flip operator as
observable meets the hypotheses of `equilibration_on_average` with `K = 1` and attains equality in
its bound. -/
theorem two_level_witness (c : Fin 2 → ℂ) (hc : ∀ i, ‖c i‖ ^ 2 = 1 / 2) :
    NondegenerateGaps (![0, 1] : Fin 2 → ℝ) ∧
    (!![0, 1; 1, 0] : Matrix (Fin 2) (Fin 2) ℂ).IsHermitian ∧
    (∀ i, ∑ j, ‖(!![0, 1; 1, 0] : Matrix (Fin 2) (Fin 2) ℂ) i j‖ ^ 2 = 1) ∧
    fluctuation c !![0, 1; 1, 0] = 1 * ∑ i, ‖c i‖ ^ 4 := by
  refine ⟨?_, ?_, ?_, ?_⟩
  · intro i j k l
    fin_cases i <;> fin_cases j <;> fin_cases k <;> fin_cases l <;> norm_num
  · ext i j
    fin_cases i <;> fin_cases j <;> simp
  · intro i
    fin_cases i <;> simp [Fin.sum_univ_two]
  · have hs : (Finset.univ : Finset (Fin 2)).offDiag = {(0, 1), (1, 0)} := by decide
    have h4 : ∀ i, ‖c i‖ ^ 4 = 1 / 4 := fun i => by
      calc ‖c i‖ ^ 4 = (‖c i‖ ^ 2) ^ 2 := by ring
        _ = 1 / 4 := by rw [hc i]; norm_num
    rw [fluctuation, hs, Finset.sum_pair (by decide)]
    simp only [hc, h4, Fin.sum_univ_two]
    norm_num

end

end EquilibrationOnAverage
```

```lean
#print axioms EquilibrationOnAverage.expectation_average
-- 'EquilibrationOnAverage.expectation_average' depends on axioms: [propext, Classical.choice, Quot.sound]
#print axioms EquilibrationOnAverage.equilibration_on_average
-- 'EquilibrationOnAverage.equilibration_on_average' depends on axioms: [propext, Classical.choice, Quot.sound]
#print axioms EquilibrationOnAverage.fluctuation_le_max_population
-- 'EquilibrationOnAverage.fluctuation_le_max_population' depends on axioms: [propext, Classical.choice, Quot.sound]
```

The levels are labelled by a finite type `n`, with energies $E_i$ given by `E` and initial amplitudes $c_i$ given by `c`. Everything is written in the energy eigenbasis with $\hbar=1$, so `evolve` only multiplies each amplitude by a phase, $c_j\mapsto e^{-iE_jt}c_j$. The matrix `A` holds the elements $A_{ij}$ of the observable in the same basis. Write $p_i=|c_i|^2$ for the populations, so that `‖c i‖ ^ 4` is $p_i^2$.

The constant in question is `equilibriumValue`, $A_{\rm eq}=\sum_i p_iA_{ii}$, the value of the observable in the diagonal ensemble. The theorem `equilibration_on_average` says that, with $\langle A\rangle_t$ the expectation value at time $t$,

$$\lim_{T\to\infty}\frac1T\int_0^T|\langle A\rangle_t-A_{\rm eq}|^2\,dt=\sum_{i\neq j}p_ip_j|A_{ij}|^2\le K\sum_i p_i^2 .$$

The convergence is the `Tendsto` statement, and the middle sum, over ordered pairs, is `fluctuation`. The theorem does not need $c$ to be normalised. For a unit vector whose populations are all at most $d$, `fluctuation_le_max_population` gives the simpler bound $Kd$: in a state spread thinly over many levels the expectation value fluctuates little, provided that $K$ stays moderate.

Two conditions carry the physics. `NondegenerateGaps` says that if $E_i-E_j=E_k-E_l$ with $i\neq j$ and $k\neq l$, then $i=k$ and $j=l$. This also excludes degenerate levels, because a zero gap would equal its own reverse. For a composite system it is a demand on the interactions: two independent subsystems, each with at least two levels, violate it, since a transition in one costs the same energy whatever the state of the other. The second condition, $\sum_j|A_{ij}|^2\le K$ for every $i$, limits the size of the observable. For Hermitian $A$ the row sum is $\langle i|A^2|i\rangle$, the mean of $A^2$ in level $i$, so the square of the largest absolute eigenvalue of $A$ is always an admissible $K$.

The result concerns a finite spectrum and a pure initial state. It gives no time scale for the approach to equilibrium, and it does not identify $A_{\rm eq}$ with a thermal value. For a finite Hamiltonian with non-degenerate gaps that has been fully diagonalised, it does let a simulation obtain the long-time fluctuation from populations and matrix elements, without propagating the state.

The derivation starts from the expectation value, which is a sum of phases rotating at the energy gaps:

$$\langle A\rangle_t=\sum_{i,j}\bar c_ic_jA_{ij}\,e^{i(E_i-E_j)t}.$$

This is `expectation_eq`. The terms with $i=j$ do not depend on time and add up to $A_{\rm eq}$. Splitting them off with `sum_pairs_split` leaves the deviation as the sum over $i\neq j$, which is `deviation_eq`.

Next comes the average of a single phase $e^{i\omega t}$. At $\omega=0$ it is 1. For $\omega\neq0$,

$$\left|\frac1T\int_0^Te^{i\omega t}\,dt\right|=\frac{|e^{i\omega T}-1|}{T|\omega|}\le\frac{2}{T|\omega|}\to0 .$$

The proof of `phase_average` treats these two cases, the second by squeezing the norm under $2/(T|\omega|)$. Linearity of the integral extends the result to finite sums in `signal_average`, where only the zero-frequency terms survive. Applied to $\langle A\rangle_t$ itself, this gives `expectation_average`: since no gap between different levels vanishes, the long-time mean of the expectation value is $A_{\rm eq}$.

For the mean square, take a finite signal with amplitudes $a_s$ and distinct frequencies $\omega_s$, and expand:

$$\Big|\sum_s a_se^{i\omega_st}\Big|^2=\sum_{s,r}a_s\bar a_r\,e^{i(\omega_s-\omega_r)t}.$$

On averaging, only pairs with $\omega_s=\omega_r$ remain, hence only $s=r$, and the result is $\sum_s|a_s|^2$. The proof of `parseval_average` does the same: it applies `signal_average` to the product set `S ×ˢ S`, collapses the inner sum to its one surviving term with `Finset.sum_eq_single`, and takes real parts to return from a complex limit to a real one.

In the main theorem the signal is the deviation. Its index $s$ is an ordered pair $(i,j)$ with $i\neq j$, its frequency is $E_i-E_j$, and its amplitude is $\bar c_ic_jA_{ij}$. Non-degenerate gaps are exactly the statement that these frequencies are distinct, and the squared moduli of the amplitudes are $p_ip_j|A_{ij}|^2$. This gives the limit.

The inequality no longer involves time. Adding the non-negative diagonal terms and using $2p_ip_j\le p_i^2+p_j^2$,

$$\sum_{i\neq j}p_ip_j|A_{ij}|^2\le\sum_{i,j}p_ip_j|A_{ij}|^2\le\frac12\sum_{i,j}(p_i^2+p_j^2)|A_{ij}|^2 .$$

Because $A$ is Hermitian, $|A_{ij}|=|A_{ji}|$, so the two halves on the right are equal, and

$$\frac12\sum_{i,j}(p_i^2+p_j^2)|A_{ij}|^2=\sum_ip_i^2\sum_j|A_{ij}|^2\le K\sum_ip_i^2 .$$

The `calc` block of `fluctuation_le` follows this chain. The exchange of indices is `hswap`, and `nlinarith` obtains the middle inequality from $(p_i-p_j)^2|A_{ij}|^2\ge0$. For a normalised state with $p_i\le d$, the corollary then uses $\sum_ip_i^2\le d\sum_ip_i=d$.

The constant in the bound is sharp. In `two_level_witness` the energies are 0 and 1, both populations are $1/2$, and $A$ flips the two levels, so $K=1$. The fluctuation is $2\cdot\frac12\cdot\frac12=\frac12$, and the bound is $\frac14+\frac14=\frac12$. The proof checks the gap condition by running through all the index combinations.

Without the gap condition the bound on the mean square deviation can fail, even when all energies are distinct. Take three equally spaced levels with energies 0, 1 and 2, amplitudes $c_i=1/\sqrt3$, and an observable whose only non-zero elements are 1 between neighbouring levels. The middle row gives $K=2$, so the bound would be $2\cdot3\cdot\frac19=\frac23$. But both upward transitions between neighbouring levels have the same frequency and their contributions add coherently: $A_{\rm eq}=0$ and $\langle A\rangle_t=\frac43\cos t$, whose mean square is $\frac89$. This three-level example is not part of the file.
